# The Dirac spin–field matrix Σ·B − iα·E squares to zero exactly for null fields

**Q.** Before any theorem, I want to see the definitions and conventions. What are the matrices?

**A.** They are complex $4\times4$ matrices in the Dirac representation, written as $2\times2$ arrays of $2\times2$ blocks. In the index type `Fin 2 ⊕ Fin 2`, `.inl` labels the upper two spinor components and `.inr` the lower two. I label Cartesian components by $k=x,y,z$, which are Lean's `0, 1, 2`. With the Pauli matrices $\sigma_k$,
$$\Sigma_k=\begin{pmatrix}\sigma_k&0\\0&\sigma_k\end{pmatrix},\quad \alpha_k=\begin{pmatrix}0&\sigma_k\\ \sigma_k&0\end{pmatrix},\quad \beta=\begin{pmatrix}1&0\\0&-1\end{pmatrix},\quad \gamma_5=\begin{pmatrix}0&1\\1&0\end{pmatrix}.$$

```lean
import Mathlib

open Matrix Complex

namespace DiracSpinField

noncomputable section

/-- Four-by-four complex matrices, written as two-by-two arrays of two-by-two blocks. -/
abbrev Dirac := Matrix (Fin 2 ⊕ Fin 2) (Fin 2 ⊕ Fin 2) ℂ

/-- The three Pauli matrices. -/
def pauli : Fin 3 → Matrix (Fin 2) (Fin 2) ℂ :=
  ![!![0, 1; 1, 0], !![0, -I; I, 0], !![1, 0; 0, -1]]

/-- The spin matrices `Σ_k`, with `σ_k` in both diagonal blocks. -/
def spin (k : Fin 3) : Dirac := fromBlocks (pauli k) 0 0 (pauli k)

/-- The matrices `α_k` of the Dirac representation, with `σ_k` in both off-diagonal blocks. -/
def alpha (k : Fin 3) : Dirac := fromBlocks 0 (pauli k) (pauli k) 0

/-- The matrix `β = diag(1, -1)` of the Dirac representation. -/
def beta : Dirac := fromBlocks 1 0 0 (-1)

/-- The matrix `γ5` of the Dirac representation, with unit off-diagonal blocks. -/
def gamma5 : Dirac := fromBlocks 0 1 1 0
```

**Q.** And the fields? I see no position or time.

**A.** There is none. The electric field $\mathbf E$ and the magnetic field $\mathbf B$ have type `Fin 3 → ℝ`. They are the real field values at one spacetime point, in units where both have the same dimension, and Maxwell's equations are not imposed. `dot` forms $\sum_k v_kM_k$ from a triple of matrices $M_k$ and a real vector $\mathbf v$, and `coupling E B` is
$$M=\boldsymbol\Sigma\cdot\mathbf B-i\,\boldsymbol\alpha\cdot\mathbf E .$$
A field is called null when $\mathbf E\cdot\mathbf E=\mathbf B\cdot\mathbf B$ and $\mathbf E\cdot\mathbf B=0$, that is, when both Lorentz invariants of the field vanish.

```lean
/-- The contraction `M·v = ∑ v_k M_k` of a triple of matrices with a real vector. -/
def dot {n : Type*} (M : Fin 3 → Matrix n n ℂ) (v : Fin 3 → ℝ) : Matrix n n ℂ :=
  ∑ k, (v k : ℂ) • M k

/-- The spin-field coupling matrix `Σ·B - i α·E`. -/
def coupling (E B : Fin 3 → ℝ) : Dirac := dot spin B - I • dot alpha E

/-- A null field: `E·E = B·B` and `E·B = 0`. -/
def IsNullField (E B : Fin 3 → ℝ) : Prop := E ⬝ᵥ E = B ⬝ᵥ B ∧ E ⬝ᵥ B = 0
```

**Q.** Anyone can name a matrix "coupling". The relative factor $-i$ could be wrong.

**A.** That is why the covariant objects are defined separately and compared with $M$ at the end. Spacetime indices $\mu,\nu$ run over $0,1,2,3$, as in `Fin 4`, with $0$ for time and $1,2,3$ for $x,y,z$, so `gamma 1` is `beta * alpha 0`. We set $\gamma^0=\beta$, $\gamma^k=\beta\alpha_k$ and $\sigma^{\mu\nu}=\tfrac i2[\gamma^\mu,\gamma^\nu]$. The antisymmetric field tensor has $F_{0k}=E_k$ and $F_{jk}=-\epsilon_{jkl}B_l$, with $\epsilon$ the Levi-Civita symbol and repeated indices summed. These are the lower-index components for signature $(+,-,-,-)$, entered as a table and not derived from a potential.

```lean
/-- The gamma matrices `γ^0 = β` and `γ^k = β α_k`. -/
def gamma : Fin 4 → Dirac := ![beta, beta * alpha 0, beta * alpha 1, beta * alpha 2]

/-- The tensor `σ^{μν} = (i/2) [γ^μ, γ^ν]`. -/
def sigmaTensor (μ ν : Fin 4) : Dirac := (I / 2) • (gamma μ * gamma ν - gamma ν * gamma μ)

/-- The field tensor with lower indices: `F_{0k} = E_k` and `F_{jk} = -ε_{jkl} B_l`. -/
def fieldTensor (E B : Fin 3 → ℝ) : Matrix (Fin 4) (Fin 4) ℝ :=
  !![0, E 0, E 1, E 2; -E 0, 0, -B 2, B 1; -E 1, B 2, 0, -B 0; -E 2, -B 1, B 0, 0]
```

**Q.** Then square $M$ for me.

**A.** The Pauli matrices obey $\sigma_j\sigma_k+\sigma_k\sigma_j=2\delta_{jk}$. Multiplying by $a_jb_k$ for real vectors $\mathbf a,\mathbf b$ and summing gives
$$(\boldsymbol\sigma\cdot\mathbf a)(\boldsymbol\sigma\cdot\mathbf b)+(\boldsymbol\sigma\cdot\mathbf b)(\boldsymbol\sigma\cdot\mathbf a)=2\,\mathbf a\cdot\mathbf b .$$
`pauli_anticomm` checks the real and imaginary parts of the four entries as polynomial identities.

```lean
/-- The anticommutator of `σ·a` and `σ·b` is `2 a·b` times the unit matrix. -/
theorem pauli_anticomm (a b : Fin 3 → ℝ) :
    dot pauli a * dot pauli b + dot pauli b * dot pauli a
      = (2 * ((a ⬝ᵥ b : ℝ) : ℂ)) • (1 : Matrix (Fin 2) (Fin 2) ℂ) := by
  ext i j
  fin_cases i <;> fin_cases j <;> apply Complex.ext <;>
    simp [dot, pauli, Fin.sum_univ_three, dotProduct] <;>
    ring
```

Put $P=\boldsymbol\sigma\cdot\mathbf B$ and $R=-i\,\boldsymbol\sigma\cdot\mathbf E$. Then
$$M=\begin{pmatrix}P&R\\R&P\end{pmatrix},\qquad M^2=\begin{pmatrix}P^2+R^2&PR+RP\\RP+PR&R^2+P^2\end{pmatrix}.$$
Setting $\mathbf a=\mathbf b$ and halving gives $P^2=\mathbf B\cdot\mathbf B$ and $R^2=(-i)^2\,\mathbf E\cdot\mathbf E=-\mathbf E\cdot\mathbf E$. The off-diagonal blocks are $-i$ times an anticommutator, $PR+RP=-2i\,\mathbf E\cdot\mathbf B$. Unit matrices in the off-diagonal blocks are $\gamma_5$, so
$$M^2=(\mathbf B\cdot\mathbf B-\mathbf E\cdot\mathbf E)\,1-2i\,(\mathbf E\cdot\mathbf B)\,\gamma_5 .$$
`coupling_sq` states this for all real $\mathbf E,\mathbf B$ with no further hypothesis. In the proof, `hb` is the block form, `hsq` the halved anticommutator, `hd` the value of $R^2$ and `ho` the cross term; `fromBlocks_multiply` performs the block product.

```lean
/-- The square of the coupling: `(Σ·B - i α·E)² = B·B - E·E - 2i (E·B) γ5`. -/
theorem coupling_sq (E B : Fin 3 → ℝ) :
    coupling E B ^ 2 = ((B ⬝ᵥ B - E ⬝ᵥ E : ℝ) : ℂ) • (1 : Dirac)
      - (2 * I * ((E ⬝ᵥ B : ℝ) : ℂ)) • gamma5 := by
  -- block form: `σ·B` on the diagonal, `-i σ·E` off the diagonal
  have hb : coupling E B = fromBlocks (dot pauli B) ((-I) • dot pauli E)
      ((-I) • dot pauli E) (dot pauli B) := by
    ext i j
    rcases i with i | i <;> rcases j with j | j <;>
      simp [coupling, dot, spin, alpha, Fin.sum_univ_three] <;> ring
  have hsq : ∀ v, dot pauli v * dot pauli v
      = ((v ⬝ᵥ v : ℝ) : ℂ) • (1 : Matrix (Fin 2) (Fin 2) ℂ) := fun v => by
    linear_combination (norm := module) (1 / 2 : ℂ) • pauli_anticomm v v
  -- the electric blocks square to `-E·E`
  have hd : ((-I) • dot pauli E) * ((-I) • dot pauli E)
      = (-((E ⬝ᵥ E : ℝ) : ℂ)) • (1 : Matrix (Fin 2) (Fin 2) ℂ) := by
    rw [Matrix.smul_mul, Matrix.mul_smul, smul_smul, hsq, smul_smul]
    congr 1
    linear_combination ((E ⬝ᵥ E : ℝ) : ℂ) * I_mul_I
  -- the cross terms form an anticommutator
  have ho : dot pauli B * ((-I) • dot pauli E) + ((-I) • dot pauli E) * dot pauli B
      = (-(2 * I * ((E ⬝ᵥ B : ℝ) : ℂ))) • (1 : Matrix (Fin 2) (Fin 2) ℂ) := by
    rw [Matrix.mul_smul, Matrix.smul_mul, ← smul_add, add_comm, pauli_anticomm, smul_smul]
    congr 1
    ring
  rw [sq, hb, fromBlocks_multiply, hd, hsq B,
    add_comm (((-I) • dot pauli E) * dot pauli B), ho]
  ext i j
  rcases i with i | i <;> rcases j with j | j <;> fin_cases i <;> fin_cases j <;>
    simp [gamma5] <;> ring
```

**Q.** You typed `gamma5` in as a matrix. Is it the chirality matrix?

**A.** It is the usual Dirac-representation value of $i\gamma^0\gamma^1\gamma^2\gamma^3$. The file contains no theorem equating the two, and none stating the Clifford relation for `gamma`, so on those points you compare the definitions with the convention you know. The theorems concern these explicit matrices, and other representations are not covered.

**Q.** Could the two terms of $M^2$ not cancel each other?

**A.** No, since they sit in different blocks. Write $a=\mathbf B\cdot\mathbf B-\mathbf E\cdot\mathbf E$ and $b=\mathbf E\cdot\mathbf B$, now real numbers. If $a\,1-2ib\,\gamma_5=0$, the entry in row `.inl 0` and column `.inl 0` gives $a=0$, and the entry in the same row and column `.inr 0` gives $-2ib=0$. That is `key`. Conversely $a=b=0$ makes the right side vanish. So $M^2=0$ exactly when `IsNullField E B` holds.

```lean
/-- The coupling squares to zero exactly when the field is null. -/
theorem coupling_sq_eq_zero_iff (E B : Fin 3 → ℝ) :
    coupling E B ^ 2 = 0 ↔ IsNullField E B := by
  -- the unit matrix and `γ5` occupy different blocks
  have key : ∀ a b : ℝ, (a : ℂ) • (1 : Dirac) - (2 * I * (b : ℂ)) • gamma5 = 0 →
      a = 0 ∧ b = 0 := fun a b h =>
    ⟨by simpa [gamma5, Matrix.one_apply] using congrFun (congrFun h (.inl 0)) (.inl 0),
     by simpa [gamma5, Matrix.one_apply] using congrFun (congrFun h (.inl 0)) (.inr 0)⟩
  rw [coupling_sq]
  constructor
  · intro h
    obtain ⟨h1, h2⟩ := key _ _ h
    exact ⟨by linarith, h2⟩
  · rintro ⟨h1, h2⟩
    rw [h1, h2]
    simp
```

**Q.** The second power looks arbitrary. A non-null field might give $M^3=0$, or a singular $M$.

**A.** Neither happens. Since $\gamma_5^2=1$,
$$M\cdot M\,(a+2ib\gamma_5)=(a-2ib\gamma_5)(a+2ib\gamma_5)=a^2-(2ib)^2\gamma_5^2=a^2+4b^2 .$$
In `coupling_mul_adjugate`, `g` is $\gamma_5^2=1$ and `key` is the product of the two brackets. Despite its name, the theorem states only this product and does not mention determinants.

```lean
/-- With `M = Σ·B - i α·E`, `a = B·B - E·E` and `b = E·B`, one has
`M M (a + 2i b γ5) = a² + 4 b²`. -/
theorem coupling_mul_adjugate (E B : Fin 3 → ℝ) :
    coupling E B * (coupling E B * (((B ⬝ᵥ B - E ⬝ᵥ E : ℝ) : ℂ) • (1 : Dirac)
        + (2 * I * ((E ⬝ᵥ B : ℝ) : ℂ)) • gamma5))
      = (((B ⬝ᵥ B - E ⬝ᵥ E) ^ 2 + 4 * (E ⬝ᵥ B) ^ 2 : ℝ) : ℂ) • (1 : Dirac) := by
  have g : gamma5 * gamma5 = 1 := by simp [gamma5, fromBlocks_multiply]
  have key : ∀ a b : ℂ, (a • (1 : Dirac) - (2 * I * b) • gamma5)
      * (a • (1 : Dirac) + (2 * I * b) • gamma5) = (a ^ 2 + 4 * b ^ 2) • (1 : Dirac) := by
    intro a b
    simp only [sub_mul, mul_add, smul_mul_assoc, mul_smul_comm, one_mul, mul_one, g]
    match_scalars <;> first | ring1 | linear_combination (-4 * b ^ 2) * I_mul_I
  rw [← mul_assoc, ← sq, coupling_sq, key]
  simp only [ofReal_add, ofReal_mul, ofReal_pow, ofReal_ofNat]
```

Because the fields are real, $a^2+4b^2$ is a sum of real squares and vanishes only if $a=b=0$. For a non-null field it is therefore nonzero, which is `hc`, and $M(a+2ib\gamma_5)/(a^2+4b^2)$ is a right inverse of $M$; `mul_eq_one_comm` makes it two-sided. For a null field, an invertible $M$ would make $M^2=0$ invertible, which is impossible. `IsUnit` means invertible in the matrix ring.

```lean
/-- The coupling is an invertible matrix exactly when the field is not null. -/
theorem coupling_isUnit_iff (E B : Fin 3 → ℝ) :
    IsUnit (coupling E B) ↔ ¬ IsNullField E B := by
  constructor
  · intro hu hn
    have h2 := hu.pow 2
    rw [(coupling_sq_eq_zero_iff E B).mpr hn] at h2
    exact not_isUnit_zero h2
  · intro hn
    -- the sum of squares of the two invariants is nonzero
    have hc : (B ⬝ᵥ B - E ⬝ᵥ E) ^ 2 + 4 * (E ⬝ᵥ B) ^ 2 ≠ 0 := by
      intro h
      have h1 : (B ⬝ᵥ B - E ⬝ᵥ E) ^ 2 = 0 := by
        linarith [sq_nonneg (B ⬝ᵥ B - E ⬝ᵥ E), sq_nonneg (E ⬝ᵥ B)]
      have h2 : (E ⬝ᵥ B) ^ 2 = 0 := by linarith
      have h3 := (pow_eq_zero_iff two_ne_zero).mp h1
      exact hn ⟨by linarith, (pow_eq_zero_iff two_ne_zero).mp h2⟩
    have hc' := Complex.ofReal_ne_zero.mpr hc
    have h := congrArg
      (fun X : Dirac => (((B ⬝ᵥ B - E ⬝ᵥ E) ^ 2 + 4 * (E ⬝ᵥ B) ^ 2 : ℝ) : ℂ)⁻¹ • X)
      (coupling_mul_adjugate E B)
    beta_reduce at h
    rw [smul_smul, inv_mul_cancel₀ hc', one_smul, ← mul_smul_comm] at h
    exact ⟨⟨_, _, h, mul_eq_one_comm.mp h⟩, rfl⟩
```

`IsNilpotent` means $M^n=0$ for some natural number $n$. If the field were not null, $M^n$ would be invertible and could not be zero. For a null field $n=2$ works.

```lean
/-- Some power of the coupling vanishes exactly when the field is null. -/
theorem coupling_isNilpotent_iff (E B : Fin 3 → ℝ) :
    IsNilpotent (coupling E B) ↔ IsNullField E B := by
  constructor
  · rintro ⟨n, hn⟩
    by_contra h
    have hu := ((coupling_isUnit_iff E B).mpr h).pow n
    rw [hn] at hu
    exact not_isUnit_zero hu
  · intro h
    exact ⟨2, (coupling_sq_eq_zero_iff E B).mpr h⟩
```

**Q.** The zero field is null and gives $M=0$. Is there any other case? A Hermitian matrix with vanishing square is zero.

**A.** The electric term $-i\,\boldsymbol\alpha\cdot\mathbf E$ is anti-Hermitian, so that argument does not apply. Take unit vectors, $\mathbf E$ along $x$ and $\mathbf B$ along $y$. Then $\mathbf E\cdot\mathbf E=\mathbf B\cdot\mathbf B=1$ and $\mathbf E\cdot\mathbf B=0$. The upper diagonal block is $\sigma_y$, whose entry in row `.inl 0` and column `.inl 1` is $-i\neq0$. `null_field_witness` records that this field is null, that $M\neq0$ and that $M^2=0$.

```lean
/-- Crossed unit fields, `E` along x and `B` along y, form a null field whose coupling is
nonzero and squares to zero. -/
theorem null_field_witness :
    IsNullField ![1, 0, 0] ![0, 1, 0] ∧ coupling ![1, 0, 0] ![0, 1, 0] ≠ 0
      ∧ coupling ![1, 0, 0] ![0, 1, 0] ^ 2 = 0 := by
  have hn : IsNullField ![1, 0, 0] ![0, 1, 0] := by
    simp [IsNullField, dotProduct, Fin.sum_univ_three]
  refine ⟨hn, fun h => ?_, (coupling_sq_eq_zero_iff _ _).mpr hn⟩
  have h1 := congrFun (congrFun h (.inl 0)) (.inl 1)
  simp [coupling, dot, spin, alpha, pauli, Fin.sum_univ_three] at h1
```

**Q.** You still owe me the factor $-i$.

**A.** Use $\beta^2=1$ and $\beta\alpha_k=-\alpha_k\beta$. Then $\gamma^0\gamma^k=\alpha_k$ and $\gamma^k\gamma^0=\beta\alpha_k\beta=-\alpha_k$, so $\sigma^{0k}=\tfrac i2\cdot2\alpha_k=i\alpha_k$. Lean obtains the three identities entry by entry from the explicit matrices.

```lean
set_option maxHeartbeats 400000 in
/-- The time-space components are `σ^{01} = i α_x`, `σ^{02} = i α_y`, `σ^{03} = i α_z`, where `α_x,
α_y, α_z` are `alpha 0, alpha 1, alpha 2`. -/
theorem sigmaTensor_time :
    sigmaTensor 0 1 = I • alpha 0 ∧ sigmaTensor 0 2 = I • alpha 1
      ∧ sigmaTensor 0 3 = I • alpha 2 := by
  refine ⟨?_, ?_, ?_⟩ <;> ext i j <;> rcases i with i | i <;> rcases j with j | j <;>
    fin_cases i <;> fin_cases j <;>
    simp [sigmaTensor, gamma, beta, alpha, pauli, fromBlocks_multiply,
      Complex.ext_iff] <;> norm_num
```

For two spatial indices, $\gamma^j\gamma^k=\beta\alpha_j\beta\alpha_k=-\alpha_j\alpha_k$, which has $-\sigma_j\sigma_k$ in both diagonal blocks. With $[\sigma_j,\sigma_k]=2i\epsilon_{jkl}\sigma_l$ this gives $\sigma^{jk}=\tfrac i2(-2i)\epsilon_{jkl}\Sigma_l=\epsilon_{jkl}\Sigma_l$, that is $\sigma^{23}=\Sigma_x$, $\sigma^{13}=-\Sigma_y$, $\sigma^{12}=\Sigma_z$. Here $\Sigma_x,\Sigma_y,\Sigma_z$ are `spin 0`, `spin 1`, `spin 2`.

```lean
set_option maxHeartbeats 400000 in
/-- The space-space components are `σ^{23} = Σ_x`, `σ^{13} = -Σ_y`, `σ^{12} = Σ_z`, where `Σ_x, Σ_y,
Σ_z` are `spin 0, spin 1, spin 2`. -/
theorem sigmaTensor_space :
    sigmaTensor 2 3 = spin 0 ∧ sigmaTensor 1 3 = -spin 1 ∧ sigmaTensor 1 2 = spin 2 := by
  refine ⟨?_, ?_, ?_⟩ <;> ext i j <;> rcases i with i | i <;> rcases j with j | j <;>
    fin_cases i <;> fin_cases j <;>
    simp [sigmaTensor, gamma, beta, alpha, spin, pauli, fromBlocks_multiply,
      Complex.ext_iff] <;> norm_num
```

Both tensors are antisymmetric, so the diagonal terms drop out and each of the six index pairs counts twice. The time–space pairs give $2i\,\boldsymbol\alpha\cdot\mathbf E$. The spatial pairs, with $F_{23}=-B_x$, $F_{13}=B_y$, $F_{12}=-B_z$, give $-2\,\boldsymbol\Sigma\cdot\mathbf B$. Hence
$$-\tfrac12\,\sigma^{\mu\nu}F_{\mu\nu}=\boldsymbol\Sigma\cdot\mathbf B-i\,\boldsymbol\alpha\cdot\mathbf E=M .$$
In `coupling_covariant`, `anti` is the antisymmetry of $\sigma^{\mu\nu}$, and the long `rw` reduces the off-diagonal terms to the six known components. "Covariant" describes the form of the expression; no Lorentz transformation acts anywhere in the file.

```lean
/-- Covariant form of the coupling: `Σ·B - i α·E = -(1/2) σ^{μν} F_{μν}`. -/
theorem coupling_covariant (E B : Fin 3 → ℝ) :
    coupling E B
      = (-(1 / 2) : ℂ) • ∑ μ, ∑ ν, ((fieldTensor E B μ ν : ℝ) : ℂ) • sigmaTensor μ ν := by
  have anti : ∀ μ ν, sigmaTensor μ ν = -sigmaTensor ν μ := fun μ ν => by
    rw [sigmaTensor, sigmaTensor, ← smul_neg, neg_sub]
  obtain ⟨t1, t2, t3⟩ := sigmaTensor_time
  obtain ⟨s1, s2, s3⟩ := sigmaTensor_space
  -- antisymmetry reduces the sum to the six independent components
  simp only [Fin.sum_univ_four]
  rw [anti 1 0, anti 2 0, anti 3 0, anti 2 1, anti 3 1, anti 3 2, t1, t2, t3, s1, s2, s3]
  ext i j
  simp [fieldTensor, coupling, dot, Fin.sum_univ_three]
  ring

end

end DiracSpinField
```

**Q.** Where does $M$ meet an actual electron?

**A.** For one particle of charge $q$ and mass $m$ in a classical external potential $A_\mu$, with $\hbar=c=1$ and $D_\mu=\partial_\mu+iqA_\mu$, applying $i\gamma^\mu D_\mu+m$ to the Dirac equation $(i\gamma^\mu D_\mu-m)\psi=0$ gives the squared equation $(D^\mu D_\mu+m^2-qM)\psi=0$ for the spinor $\psi$. A vacuum plane wave is null at every point, so there the spin term is a matrix of vanishing square at each point, whereas a nonzero purely magnetic field makes it invertible. The squared equation and the nullness of plane waves are background physics that I am supplying, and the theorems cover only the pointwise matrix algebra. They say nothing about the differential operator, its spectrum, or products of $M$ taken at different points.

```lean
#print axioms DiracSpinField.coupling_sq_eq_zero_iff
-- 'DiracSpinField.coupling_sq_eq_zero_iff' depends on axioms: [propext, Classical.choice, Quot.sound]
#print axioms DiracSpinField.coupling_isNilpotent_iff
-- 'DiracSpinField.coupling_isNilpotent_iff' depends on axioms: [propext, Classical.choice, Quot.sound]
#print axioms DiracSpinField.coupling_covariant
-- 'DiracSpinField.coupling_covariant' depends on axioms: [propext, Classical.choice, Quot.sound]
```
